# Linear compressibilities of a positive definite hexagonal stiffness: either can be negative, never both

A hexagonal crystal immersed in a fluid feels the same pressure on every face, but it need not shrink equally in every direction. The basal plane and the sixfold axis respond differently, and the coupling between them may turn compression along one into extension along the other. The question is how far this can go in a mechanically stable crystal. In linear elasticity, with stability taken to mean a positive definite stiffness, the two compressibilities have closed forms, each of them can be negative, and they cannot both be. When the five elastic constants of a hexagonal crystal come from an electronic-structure calculation in which the atomic positions inside the cell are relaxed at each strain, these formulas turn them into the pressure response of the lattice parameters, to first order in the pressure about a stress-free state.

```lean
import Mathlib

open Matrix

namespace HexagonalCompressibility

noncomputable section
```

## Five constants and the Voigt matrix

Take Cartesian axes $x, y$ in the basal plane and $z$ along the sixfold axis. A symmetric strain tensor $\varepsilon$ is written as a Voigt vector with components numbered as in Lean,
$$e = (e_0,\dots,e_5) = (\varepsilon_{xx}, \varepsilon_{yy}, \varepsilon_{zz}, 2\varepsilon_{yz}, 2\varepsilon_{xz}, 2\varepsilon_{xy}),$$
and the stress vector $\sigma$ has the same order without the factors of two. Hooke's law is $\sigma = Ce$. The constants keep their customary names, so $C_{IJ}$ stands in row $I-1$ and column $J-1$. A crystal is a record of five real numbers $C_{11}, C_{12}, C_{13}, C_{33}, C_{44}$ in some fixed unit of pressure.

```lean
/-- The five independent elastic constants of a hexagonal crystal. -/
structure HexStiffness where
  c11 : ℝ
  c12 : ℝ
  c13 : ℝ
  c33 : ℝ
  c44 : ℝ
```

The pattern of the matrix, with $C_{66} = (C_{11}-C_{12})/2$ in the last diagonal place, expresses elastic isotropy in the basal plane. It is written down as a definition and is not derived from the point group.

```lean
/-- The 6 by 6 Voigt stiffness matrix, with `C66 = (C11 - C12)/2`. -/
def HexStiffness.voigt (C : HexStiffness) : Matrix (Fin 6) (Fin 6) ℝ :=
  !![C.c11, C.c12, C.c13, 0, 0, 0;
     C.c12, C.c11, C.c13, 0, 0, 0;
     C.c13, C.c13, C.c33, 0, 0, 0;
     0, 0, 0, C.c44, 0, 0;
     0, 0, 0, 0, C.c44, 0;
     0, 0, 0, 0, 0, (C.c11 - C.c12) / 2]
```

The combination that will appear in every denominator is $Q = C_{33}(C_{11}+C_{12}) - 2C_{13}^2$.

```lean
/-- The combination `Q = C33 (C11 + C12) - 2 C13²`. -/
def HexStiffness.Q (C : HexStiffness) : ℝ := C.c33 * (C.c11 + C.c12) - 2 * C.c13 ^ 2
```

Multiplying out $e^{T}Ce$ gives twice the elastic energy density, which is called the energy for short from here on,
$$E(e) = C_{11}(e_0^2+e_1^2) + 2C_{12}e_0e_1 + 2C_{13}(e_0+e_1)e_2 + C_{33}e_2^2 + C_{44}(e_3^2+e_4^2) + \tfrac12(C_{11}-C_{12})e_5^2 .$$

```lean
/-- Twice the elastic energy density of the Voigt strain `x`, written out as a polynomial. -/
def HexStiffness.energy (C : HexStiffness) (x : Fin 6 → ℝ) : ℝ :=
  C.c11 * (x 0 ^ 2 + x 1 ^ 2) + 2 * C.c12 * x 0 * x 1 + 2 * C.c13 * (x 0 + x 1) * x 2
    + C.c33 * x 2 ^ 2 + C.c44 * (x 3 ^ 2 + x 4 ^ 2) + (C.c11 - C.c12) / 2 * x 5 ^ 2
```

## Pressure, strain and compressibility along a direction

With tension counted positive, a pressure $p$ is the stress $(-p,-p,-p,0,0,0)$.

```lean
/-- The Voigt stress vector of a hydrostatic pressure `p`. -/
def hydrostatic (p : ℝ) : Fin 6 → ℝ := ![-p, -p, -p, 0, 0, 0]
```

Going back from $e$ to $\varepsilon$ halves the three shear components.

```lean
/-- The symmetric strain tensor of a Voigt strain vector (engineering shears are halved). -/
def strainTensor (e : Fin 6 → ℝ) : Matrix (Fin 3) (Fin 3) ℝ :=
  !![e 0, e 5 / 2, e 4 / 2; e 5 / 2, e 1, e 3 / 2; e 4 / 2, e 3 / 2, e 2]
```

A line element along a unit vector $n = (n_0,n_1,n_2)$ changes its length by the fraction $n\cdot\varepsilon n$, to first order in the strain. The linear compressibility is the fractional shortening per unit pressure,
$$\beta(n) = -\,n\cdot\varepsilon n, \qquad \varepsilon \text{ built from } e = M^{-1}(-1,-1,-1,0,0,0)^{T},$$
for any $6\times6$ stiffness $M$, whose inverse is the compliance. Nothing hexagonal enters this definition. Mathlib sets `M⁻¹` to zero for a singular matrix, which does not affect the theorems below because each evaluates $\beta$ on a positive definite matrix.

```lean
/-- Linear compressibility along `n`: minus the normal strain `n · ε n`, where `ε` is the
compliance `M⁻¹` applied to the stress of unit hydrostatic pressure. -/
def linearCompressibility (M : Matrix (Fin 6) (Fin 6) ℝ) (n : Fin 3 → ℝ) : ℝ :=
  -(n ⬝ᵥ strainTensor (M⁻¹ *ᵥ hydrostatic 1) *ᵥ n)
```

A basal direction is a unit vector with $n_2 = 0$, and the axial direction is $\hat c = (0,0,1)$.

```lean
/-- A unit vector in the basal plane. -/
def IsBasal (n : Fin 3 → ℝ) : Prop := n ⬝ᵥ n = 1 ∧ n 2 = 0

/-- The unit vector along the hexagonal axis. -/
def cAxis : Fin 3 → ℝ := ![0, 0, 1]
```

## What stability implies

The hypothesis `C.voigt.PosDef` says that the undeformed crystal is a strict minimum of the quadratic energy against every homogeneous strain. It is assumed, not derived from interatomic forces, and it says nothing about phonons of finite wavelength. For a real matrix, `PosDef` amounts to symmetry together with $e^TCe > 0$ for all $e \neq 0$. In the proof, `hE` expands the six-term sums and `ring` identifies the result with $E$, while `hH` checks symmetry entry by entry.

```lean
/-- The stiffness matrix is positive definite iff every nonzero strain has positive energy. -/
theorem posDef_iff_energy (C : HexStiffness) :
    C.voigt.PosDef ↔ ∀ x : Fin 6 → ℝ, x ≠ 0 → 0 < C.energy x := by
  have hE : ∀ x : Fin 6 → ℝ, star x ⬝ᵥ C.voigt *ᵥ x = C.energy x := by
    intro x
    rw [star_trivial]
    simp [HexStiffness.voigt, HexStiffness.energy, Matrix.mulVec, dotProduct,
      Fin.sum_univ_six]
    ring
  have hH : C.voigt.IsHermitian := Matrix.IsHermitian.ext fun i j => by
    fin_cases i <;> fin_cases j <;> rfl
  constructor
  · intro h x hx
    have h2 := (Matrix.posDef_iff_dotProduct_mulVec.mp h).2
    rw [← hE]
    exact @h2 x hx
  · intro h
    refine Matrix.posDef_iff_dotProduct_mulVec.mpr ⟨hH, ?_⟩
    intro x hx
    rw [hE]
    exact h x hx
```

Three test strains without shear give the inequalities that are needed; only $(e_0,e_1,e_2)$ is listed. For $(0,0,1)$ the energy is $E = C_{33}$, so $C_{33} > 0$. The strain $(C_{33}, C_{33}, -2C_{13})$ is then nonzero, and
$$E = 2(C_{11}+C_{12})C_{33}^2 - 8C_{13}^2C_{33} + 4C_{13}^2C_{33} = 2C_{33}Q ,$$
so $Q > 0$ after division by $2C_{33}$. The traceless strain $(1,1,-2)$ has
$$E = 2C_{11} + 2C_{12} - 8C_{13} + 4C_{33} = 2\,(2C_{33}+C_{11}+C_{12}-4C_{13}),$$
so the bracket is positive. These steps are `h33`, `e1` and `e2`, and `mul_pos_iff_of_pos_left` performs the division.

```lean
/-- A positive definite hexagonal stiffness has `Q > 0` and `2 C33 + C11 + C12 - 4 C13 > 0`. -/
theorem stability (C : HexStiffness) (h : C.voigt.PosDef) :
    0 < C.Q ∧ 0 < 2 * C.c33 + C.c11 + C.c12 - 4 * C.c13 := by
  have hE := (posDef_iff_energy C).mp h
  -- axial strain
  have h33 : 0 < C.c33 := by
    have := hE ![0, 0, 1, 0, 0, 0] (fun h0 => by simpa using congrFun h0 2)
    simpa [HexStiffness.energy] using this
  -- the strain (C33, C33, -2 C13) has energy 2 C33 Q
  have h1 := hE ![C.c33, C.c33, -2 * C.c13, 0, 0, 0] (fun h0 => h33.ne' (congrFun h0 0))
  have e1 : C.energy ![C.c33, C.c33, -2 * C.c13, 0, 0, 0] = (2 * C.c33) * C.Q := by
    simp [HexStiffness.energy, HexStiffness.Q]
    ring
  -- the volume-preserving strain (1, 1, -2)
  have h2 := hE ![1, 1, -2, 0, 0, 0] (fun h0 => by simpa using congrFun h0 0)
  have e2 : C.energy ![1, 1, -2, 0, 0, 0]
      = 2 * (2 * C.c33 + C.c11 + C.c12 - 4 * C.c13) := by
    simp [HexStiffness.energy]
    ring
  rw [e1] at h1
  rw [e2] at h2
  exact ⟨(mul_pos_iff_of_pos_left (by linarith)).mp h1, by linarith⟩
```

## The strain under pressure

Try a strain with no shear and equal basal components, $e = -p\,(a,a,c,0,0,0)$, with unknown numbers $a$ and $c$. Rows 3 to 5 of $Ce = (-p,-p,-p,0,0,0)$ hold at once, rows 0 and 1 coincide, and the system is satisfied whenever
$$(C_{11}+C_{12})\,a + C_{13}\,c = 1, \qquad 2C_{13}\,a + C_{33}\,c = 1 .$$
The determinant of these two equations is $Q \neq 0$, and Cramer's rule gives
$$a = \beta_a \equiv \frac{C_{33}-C_{13}}{Q}, \qquad c = \beta_c \equiv \frac{C_{11}+C_{12}-2C_{13}}{Q}.$$
The trial form loses nothing. A positive definite $C$ is invertible, since $Cv = 0$ forces $v^TCv = 0$ and hence $v = 0$, so any other solution equals this one after multiplication by $C^{-1}$. The theorem is an equivalence for every real $p$, negative values included: $e$ balances the pressure exactly when it is this vector. It also shows that the strain is proportional to $p$, which is the reason unit pressure suffices in the definition of $\beta$. In the proof, `key` is the reduction, each nontrivial row being $-p$ times one of the two equations (`linear_combination`); `h0` substitutes $\beta_a, \beta_c$ and clears $Q$ with `field_simp`; and the forward direction applies `C.voigt⁻¹` to both sides.

```lean
/-- For a positive definite stiffness, the strain in equilibrium with pressure `p` is unique:
no shear, `-p (C33 - C13)/Q` twice in the plane, `-p (C11 + C12 - 2 C13)/Q` along the axis. -/
theorem hydrostatic_strain (C : HexStiffness) (h : C.voigt.PosDef) (p : ℝ) (e : Fin 6 → ℝ) :
    C.voigt *ᵥ e = hydrostatic p ↔
      e = ![-p * ((C.c33 - C.c13) / C.Q), -p * ((C.c33 - C.c13) / C.Q),
        -p * ((C.c11 + C.c12 - 2 * C.c13) / C.Q), 0, 0, 0] := by
  have hQ : C.Q ≠ 0 := (stability C h).1.ne'
  have hu : IsUnit C.voigt.det := (Matrix.isUnit_iff_isUnit_det _).mp h.isUnit
  -- the 6 equations reduce to a 2 by 2 system
  have key : ∀ a c : ℝ, (C.c11 + C.c12) * a + C.c13 * c = 1 →
      2 * C.c13 * a + C.c33 * c = 1 →
      C.voigt *ᵥ ![-p * a, -p * a, -p * c, 0, 0, 0] = hydrostatic p := by
    intro a c e1 e2
    ext i
    fin_cases i <;>
      simp [HexStiffness.voigt, hydrostatic, Matrix.mulVec, dotProduct, Fin.sum_univ_six]
    all_goals first
      | linear_combination (-p) * e1
      | linear_combination (-p) * e2
  have h0 := key ((C.c33 - C.c13) / C.Q) ((C.c11 + C.c12 - 2 * C.c13) / C.Q)
    (by field_simp; simp only [HexStiffness.Q]; ring)
    (by field_simp; simp only [HexStiffness.Q]; ring)
  constructor
  · intro he
    have := congrArg (fun v => C.voigt⁻¹ *ᵥ v) (he.trans h0.symm)
    simpa only [Matrix.mulVec_mulVec, Matrix.nonsing_inv_mul _ hu, Matrix.one_mulVec]
      using this
  · intro he
    rw [he, h0]
```

The vector $C^{-1}(-1,-1,-1,0,0,0)^T$ solves the equation at $p = 1$, which is step `he`. Its tensor is $\varepsilon = -\operatorname{diag}(\beta_a,\beta_a,\beta_c)$, and therefore
$$\beta(n) = \beta_a\,(n_0^2+n_1^2) + \beta_c\,n_2^2 .$$
The identity is proved for every $n \in \mathbb{R}^3$, and it is a compressibility when $n$ has unit length.

```lean
/-- For a positive definite stiffness and every vector `n`, `linearCompressibility C.voigt n` equals
`(C33 - C13)/Q · ((n 0)² + (n 1)²) + (C11 + C12 - 2 C13)/Q · (n 2)²`. -/
theorem compressibility_direction (C : HexStiffness) (h : C.voigt.PosDef) (n : Fin 3 → ℝ) :
    linearCompressibility C.voigt n = (C.c33 - C.c13) / C.Q * (n 0 ^ 2 + n 1 ^ 2)
      + (C.c11 + C.c12 - 2 * C.c13) / C.Q * n 2 ^ 2 := by
  have hu : IsUnit C.voigt.det := (Matrix.isUnit_iff_isUnit_det _).mp h.isUnit
  have he := (hydrostatic_strain C h 1 (C.voigt⁻¹ *ᵥ hydrostatic 1)).mp (by
    rw [Matrix.mulVec_mulVec, Matrix.mul_nonsing_inv _ hu, Matrix.one_mulVec])
  rw [linearCompressibility, he]
  simp [strainTensor, Matrix.mulVec, dotProduct, Fin.sum_univ_three]
  ring
```

For a basal direction $n_2 = 0$ and $n_0^2+n_1^2 = 1$ (step `h3`), so $\beta(n) = \beta_a$ for all such $n$, and $\beta(\hat c) = \beta_c$. In words: for any five real constants with positive definite Voigt matrix, the compressibility is $(C_{33}-C_{13})/Q$ along every unit vector of the basal plane and $(C_{11}+C_{12}-2C_{13})/Q$ along the axis.

```lean
/-- For a positive definite stiffness the linear compressibility is `(C33 - C13)/Q` along every
basal direction and `(C11 + C12 - 2 C13)/Q` along the axis. -/
theorem compressibility_plane_axis (C : HexStiffness) (h : C.voigt.PosDef) :
    (∀ n, IsBasal n → linearCompressibility C.voigt n = (C.c33 - C.c13) / C.Q) ∧
      linearCompressibility C.voigt cAxis = (C.c11 + C.c12 - 2 * C.c13) / C.Q := by
  constructor
  · rintro n ⟨h1, h2⟩
    simp only [dotProduct, Fin.sum_univ_three, h2] at h1
    have h3 : n 0 ^ 2 + n 1 ^ 2 = 1 := by linear_combination h1
    rw [compressibility_direction C h, h3, h2]
    ring
  · rw [compressibility_direction C h]
    simp [cAxis]
```

## Signs

Since $Q > 0$, each compressibility has the sign of its numerator: $\beta_a < 0$ exactly when $C_{33} < C_{13}$, and $\beta_c < 0$ exactly when $C_{11}+C_{12} < 2C_{13}$. The rewrite by `div_lt_iff₀ hQ` is the multiplication by $Q$.

```lean
/-- For a positive definite stiffness and a basal unit vector `n`, the compressibility along `n` is
negative iff `C33 < C13`, and the axial one is negative iff `C11 + C12 < 2 C13`. -/
theorem negative_iff (C : HexStiffness) (h : C.voigt.PosDef) (n : Fin 3 → ℝ) (hn : IsBasal n) :
    (linearCompressibility C.voigt n < 0 ↔ C.c33 < C.c13) ∧
      (linearCompressibility C.voigt cAxis < 0 ↔ C.c11 + C.c12 < 2 * C.c13) := by
  have hQ := (stability C h).1
  rw [(compressibility_plane_axis C h).1 n hn, (compressibility_plane_axis C h).2,
    div_lt_iff₀ hQ, div_lt_iff₀ hQ, zero_mul, sub_neg, sub_neg]
  exact ⟨Iff.rfl, Iff.rfl⟩
```

Adding the two formulas with weights two and one gives
$$2\beta_a + \beta_c = \frac{2C_{33}+C_{11}+C_{12}-4C_{13}}{Q} > 0,$$
because numerator and denominator were both shown positive (`div_pos hV hQ`). If $\beta_a \le 0$ and $\beta_c \le 0$ the sum would be at most zero, which `linarith` refutes. The conclusion is slightly stronger than "not both negative", since it also excludes a zero paired with a zero or a negative value. The sum is $-\operatorname{tr}\varepsilon$ at unit pressure, which a physicist reads as the volume compressibility; the file defines no volume, so that reading is an interpretation and not one of the theorems.

```lean
/-- For a positive definite stiffness and a basal unit vector `n`, twice the compressibility along
`n` plus the axial one is positive, and the two are never both non-positive. -/
theorem never_both (C : HexStiffness) (h : C.voigt.PosDef) (n : Fin 3 → ℝ) (hn : IsBasal n) :
    0 < 2 * linearCompressibility C.voigt n + linearCompressibility C.voigt cAxis ∧
      ¬(linearCompressibility C.voigt n ≤ 0 ∧ linearCompressibility C.voigt cAxis ≤ 0) := by
  obtain ⟨hQ, hV⟩ := stability C h
  have hs : 0 < 2 * linearCompressibility C.voigt n + linearCompressibility C.voigt cAxis := by
    rw [(compressibility_plane_axis C h).1 n hn, (compressibility_plane_axis C h).2]
    calc 0 < (2 * C.c33 + C.c11 + C.c12 - 4 * C.c13) / C.Q := div_pos hV hQ
      _ = _ := by ring
  exact ⟨hs, fun ⟨h1, h2⟩ => by linarith⟩
```

## Two stable stiffnesses with one negative compressibility

To certify stability of given numbers it is enough to find $\delta > 0$ with $E(e) \ge \delta \sum_i e_i^2$ for all $e$. A nonzero $e$ has a nonzero component, so the sum of squares is positive (`Finset.sum_pos'`) and $E(e) > 0$.

```lean
/-- If the energy dominates `δ |x|²` with `δ > 0`, the stiffness is positive definite. -/
theorem posDef_of_lower_bound (C : HexStiffness) (δ : ℝ) (hδ : 0 < δ)
    (hE : ∀ x : Fin 6 → ℝ, δ * ∑ i, x i ^ 2 ≤ C.energy x) : C.voigt.PosDef := by
  refine (posDef_iff_energy C).mpr fun x hx => lt_of_lt_of_le (mul_pos hδ ?_) (hE x)
  obtain ⟨i, hi⟩ := Function.ne_iff.mp hx
  have hi' : x i ≠ 0 := hi
  exact Finset.sum_pos' (fun j _ => sq_nonneg _) ⟨i, Finset.mem_univ i, by positivity⟩
```

The examples list $(C_{11},C_{12},C_{13},C_{33},C_{44})$. They are chosen for simple arithmetic and do not describe particular materials.

```lean
/-- The constants `C11 = 8, C12 = 2, C13 = 2, C33 = 1, C44 = 1`. -/
def planeExample : HexStiffness := ⟨8, 2, 2, 1, 1⟩

/-- The constants `C11 = 3, C12 = 1, C13 = 3, C33 = 5, C44 = 1`. -/
def axisExample : HexStiffness := ⟨3, 1, 3, 5, 1⟩
```

Put $s = e_0+e_1$ and $d = e_0-e_1$, so that $e_0^2+e_1^2 = (s^2+d^2)/2$ and $2e_0e_1 = (s^2-d^2)/2$. For $(8,2,2,1,1)$ the energy is $E = 5s^2+3d^2+4se_2+e_2^2+e_3^2+e_4^2+3e_5^2$. Subtracting $\frac1{10}\sum_i e_i^2$ and completing the square in $e_2$ gives
$$E - \tfrac1{10}\sum_i e_i^2 = \tfrac1{90}(9e_2+20s)^2 + \tfrac{91}{180}s^2 + \tfrac{59}{20}d^2 + \tfrac9{10}(e_3^2+e_4^2) + \tfrac{29}{10}e_5^2 \ge 0 .$$
These six squares are the hints passed to `nlinarith`. Then $Q = 10-8 = 2$, $\beta_a = (1-2)/2 = -\tfrac12$ and $\beta_c = (10-4)/2 = 3$: under positive pressure the basal plane expands and the axis shortens.

```lean
/-- `planeExample` is positive definite, with basal compressibility `-1/2` and axial `3`. -/
theorem negative_in_plane_witness : planeExample.voigt.PosDef ∧
    (∀ n, IsBasal n → linearCompressibility planeExample.voigt n = -1 / 2) ∧
      linearCompressibility planeExample.voigt cAxis = 3 := by
  have h : planeExample.voigt.PosDef := posDef_of_lower_bound _ (1 / 10) (by norm_num) fun x => by
    simp only [HexStiffness.energy, planeExample, Fin.sum_univ_six]
    nlinarith [sq_nonneg (9 * x 2 + 20 * (x 0 + x 1)), sq_nonneg (x 0 + x 1),
      sq_nonneg (x 0 - x 1), sq_nonneg (x 3), sq_nonneg (x 4), sq_nonneg (x 5)]
  refine ⟨h, fun n hn => ?_, ?_⟩
  · rw [(compressibility_plane_axis _ h).1 n hn]
    norm_num [HexStiffness.Q, planeExample]
  · rw [(compressibility_plane_axis _ h).2]
    norm_num [HexStiffness.Q, planeExample]
```

For $(3,1,3,5,1)$ the energy is $E = 2s^2+d^2+6se_2+5e_2^2+e_3^2+e_4^2+e_5^2$, and
$$E - \tfrac1{10}\sum_i e_i^2 = \tfrac1{490}(49e_2+30s)^2 + \tfrac{111}{980}s^2 + \tfrac{19}{20}d^2 + \tfrac9{10}(e_3^2+e_4^2+e_5^2) \ge 0 .$$
Here $Q = 20-18 = 2$, $\beta_a = (5-3)/2 = 1$ and $\beta_c = (4-6)/2 = -1$: the axis lengthens under pressure.

```lean
/-- `axisExample` is positive definite, with basal compressibility `1` and axial `-1`. -/
theorem negative_along_axis_witness : axisExample.voigt.PosDef ∧
    (∀ n, IsBasal n → linearCompressibility axisExample.voigt n = 1) ∧
      linearCompressibility axisExample.voigt cAxis = -1 := by
  have h : axisExample.voigt.PosDef := posDef_of_lower_bound _ (1 / 10) (by norm_num) fun x => by
    simp only [HexStiffness.energy, axisExample, Fin.sum_univ_six]
    nlinarith [sq_nonneg (49 * x 2 + 30 * (x 0 + x 1)), sq_nonneg (x 0 + x 1),
      sq_nonneg (x 0 - x 1), sq_nonneg (x 3), sq_nonneg (x 4), sq_nonneg (x 5)]
  refine ⟨h, fun n hn => ?_, ?_⟩
  · rw [(compressibility_plane_axis _ h).1 n hn]
    norm_num [HexStiffness.Q, axisExample]
  · rw [(compressibility_plane_axis _ h).2]
    norm_num [HexStiffness.Q, axisExample]

end

end HexagonalCompressibility
```

```lean
#print axioms HexagonalCompressibility.negative_iff
#print axioms HexagonalCompressibility.never_both
```

```
'HexagonalCompressibility.negative_iff' depends on axioms: [propext, Classical.choice, Quot.sound]
'HexagonalCompressibility.never_both' depends on axioms: [propext, Classical.choice, Quot.sound]
```

## Starting from the rank-four tensor

A different formulation would take the stiffness as a tensor $C_{ijkl}$ on $\mathbb{R}^3$ with its minor and major index symmetries, impose invariance under a sixfold rotation about $z$, and define $\beta(n) = \sum_{i,j,k} S_{ijkk}\,n_in_j$, with $S$ the inverse of the stiffness on symmetric tensors. The five constants and the relation for $C_{66}$ would then be conclusions to be proved from the symmetry, and the factors of two in the Voigt shears would disappear from the definitions. The price is an inverse that lives on the six-dimensional space of symmetric tensors. The expressions for $\beta_a$ and $\beta_c$ would be expected to come out the same.
